# The Gordon identity for two Dirac solutions of equal mass

When an electron vertex is reduced to form factors, a term proportional to $(p+q)_a$ between free spinors is traded for a $\gamma_a$ term and a spin term. The Gordon identity supplies that replacement for on-shell external states of equal mass.

Let $g$ be a real metric on a finite index set and let $\gamma_a$ belong to a real algebra `A`.

```lean
import Mathlib

open Matrix

namespace GordonIdentity

noncomputable section

variable {ι A n : Type*} [Fintype ι] [Ring A] [Algebra ℝ A] [Fintype n] [DecidableEq n]
```

The only condition on the gammas is the Clifford relation $\gamma_a\gamma_b+\gamma_b\gamma_a=2g_{ab}$; dimension and signature are free.

```lean
/-- The Clifford relation `γ_a γ_b + γ_b γ_a = 2 g_ab` for gamma matrices in a real algebra. -/
def IsClifford (g : Matrix ι ι ℝ) (γ : ι → A) : Prop :=
  ∀ a b, γ a * γ b + γ b * γ a = (2 * g a b) • (1 : A)
```

Momenta are real upper components, with $\not p=\sum_b p^b\gamma_b$, $p_a=\sum_b g_{ab}p^b$ and $[x,y]=xy-yx$.

```lean
/-- The Feynman slash `∑ p^b γ_b` of a vector with upper components `p^b`. -/
def slash (γ : ι → A) (p : ι → ℝ) : A := ∑ b, p b • γ b

/-- The lower component `p_a = ∑ g_ab p^b`. -/
def lower (g : Matrix ι ι ℝ) (p : ι → ℝ) (a : ι) : ℝ := ∑ b, g a b * p b

/-- The commutator `[x, y] = x y - y x`. -/
def comm (x y : A) : A := x * y - y * x
```

**(a) Show that lowering an index is additive.**

Distribute the sum: $\sum_b g_{ab}(p^b+q^b)=p_a+q_a$.

```lean
/-- Lowering an index is additive in the momentum. -/
theorem lower_add (g : Matrix ι ι ℝ) (p q : ι → ℝ) (a : ι) :
    lower g (p + q) a = lower g p a + lower g q a := by
  simp only [lower, Pi.add_apply, mul_add, Finset.sum_add_distrib]
```

**(b) Find the anticommutator of $\gamma_a$ with $\not p$.**

Contract the Clifford relation with $p^b$:
$$\gamma_a\not p+\not p\gamma_a=\sum_b p^b(\gamma_a\gamma_b+\gamma_b\gamma_a)=2p_a.$$
The Lean proof merges the two sums and applies `h a b` term by term.

```lean
/-- The anticommutator of a gamma matrix with a slashed momentum is `2 p_a`. -/
theorem anticomm_slash {g : Matrix ι ι ℝ} {γ : ι → A} (h : IsClifford g γ)
    (p : ι → ℝ) (a : ι) :
    γ a * slash γ p + slash γ p * γ a = (2 * lower g p a) • (1 : A) := by
  simp only [slash, lower, Finset.mul_sum, Finset.sum_mul, Finset.sum_smul,
    mul_smul_comm, smul_mul_assoc]
  rw [← Finset.sum_add_distrib]
  refine Finset.sum_congr rfl fun b _ => ?_
  rw [← smul_add, h a b, smul_smul]
  congr 1
  ring
```

**(c) Rewrite $\gamma_a\not p+\not q\gamma_a$ without using a Dirac equation.**

Half the sum of (b) for $p$ and for $q$ is
$$\tfrac12(\gamma_a\not p+\not p\gamma_a+\gamma_a\not q+\not q\gamma_a)=(p+q)_a.$$
Subtracting this from the expression wanted leaves
$$\tfrac12(\gamma_a\not p-\not p\gamma_a-\gamma_a\not q+\not q\gamma_a)=-\tfrac12[\gamma_a,\not q-\not p].$$
Hence $\gamma_a\not p+\not q\gamma_a=(p+q)_a-\tfrac12[\gamma_a,\not q-\not p]$. The `linear_combination` line takes the same half-sum.

```lean
/-- The operator form of the Gordon decomposition, valid for any two momenta
without an equation of motion. -/
theorem gordon_operator {g : Matrix ι ι ℝ} {γ : ι → A} (h : IsClifford g γ)
    (p q : ι → ℝ) (a : ι) :
    γ a * slash γ p + slash γ q * γ a =
      lower g (p + q) a • (1 : A) - (1 / 2 : ℝ) • comm (γ a) (slash γ q - slash γ p) := by
  have hp := anticomm_slash h p a
  have hq := anticomm_slash h q a
  rw [lower_add, comm, mul_sub, sub_mul]
  -- half the sum of the two anticommutators
  linear_combination (norm := module) (1 / 2 : ℝ) • hp + (1 / 2 : ℝ) • hq
```

**(d) Derive the Gordon identity for algebra elements with $\not p u=mu$ and $w\not q=mw$.**

Trade each mass for a slashed momentum, then use (c):
$$2m\,w\gamma_a u=w\gamma_a(\not p u)+(w\not q)\gamma_a u=w\left((p+q)_a-\tfrac12[\gamma_a,\not q-\not p]\right)u.$$
The `calc` block follows these steps. In the signature $(+,-,\dots,-)$ the hypotheses `hu` and `hw` are the free Dirac equations of the incoming and outgoing particle. With $\sigma_{ab}=\tfrac i2[\gamma_a,\gamma_b]$, the commutator term is the familiar $i\sigma_{ab}(q-p)^b$.

```lean
/-- **Gordon identity** in a real algebra: if `u` and `w` solve the Dirac equations with
momenta `p` and `q` and mass `m`, then
`2m w γ_a u = w ((p+q)_a - ½ [γ_a, slash q - slash p]) u`. -/
theorem gordon_identity {g : Matrix ι ι ℝ} {γ : ι → A} (h : IsClifford g γ)
    {p q : ι → ℝ} {m : ℝ} {u w : A}
    (hu : slash γ p * u = m • u) (hw : w * slash γ q = m • w) (a : ι) :
    (2 * m) • (w * γ a * u) =
      w * (lower g (p + q) a • (1 : A)
        - (1 / 2 : ℝ) • comm (γ a) (slash γ q - slash γ p)) * u := by
  rw [← gordon_operator h]
  calc (2 * m) • (w * γ a * u)
      = w * γ a * (m • u) + (m • w) * γ a * u := by
        simp only [mul_smul_comm, smul_mul_assoc]
        module
    -- each mass term is traded for a slashed momentum
    _ = w * γ a * (slash γ p * u) + (w * slash γ q) * γ a * u := by rw [hu, hw]
    _ = w * (γ a * slash γ p + slash γ q * γ a) * u := by noncomm_ring
```

**(e) Repeat this for a column spinor $u$ and a row spinor $w$.**

The gammas are now complex matrices. The calculation in (d) gives numbers, and linearity separates convection from spin:
$$2m\,w\gamma_a u=(p+q)_a\,wu-\tfrac12\,w[\gamma_a,\not q-\not p]u.$$
In Lean, `key` evaluates the left side of (c) between the spinors, and `gordon_operator` then rewrites it. In physics $w$ is usually $\bar u(q)$, but only its Dirac equation is needed.

```lean
/-- Gordon identity for a column spinor `u` and a row spinor `w`: `2m` times the current `w γ_a u`
is split into a convection term and a spin term. -/
theorem gordon_spinor {g : Matrix ι ι ℝ} {γ : ι → Matrix n n ℂ} (h : IsClifford g γ)
    {p q : ι → ℝ} {m : ℝ} {u w : n → ℂ}
    (hu : slash γ p *ᵥ u = (m : ℂ) • u) (hw : w ᵥ* slash γ q = (m : ℂ) • w) (a : ι) :
    2 * (m : ℂ) * (w ⬝ᵥ γ a *ᵥ u) =
      (lower g (p + q) a : ℂ) * (w ⬝ᵥ u)
        - 1 / 2 * (w ⬝ᵥ comm (γ a) (slash γ q - slash γ p) *ᵥ u) := by
  have key : w ⬝ᵥ (γ a * slash γ p + slash γ q * γ a) *ᵥ u
      = 2 * (m : ℂ) * (w ⬝ᵥ γ a *ᵥ u) := by
    rw [Matrix.add_mulVec, ← Matrix.mulVec_mulVec, ← Matrix.mulVec_mulVec, hu,
      dotProduct_add, Matrix.mulVec_smul, dotProduct_smul,
      Matrix.dotProduct_mulVec w (slash γ q), hw, smul_dotProduct]
    simp only [smul_eq_mul]
    ring
  rw [gordon_operator h] at key
  simp only [Matrix.sub_mulVec, Matrix.smul_mulVec, Matrix.one_mulVec, dotProduct_sub,
    dotProduct_smul, Complex.real_smul] at key
  push_cast at key
  linear_combination -key
```

**(f) Set $q=p$.**

The commutator vanishes and $(p+p)_a=2p_a$, so $2m\,w\gamma_a u=2p_a\,wu$. Halving gives $m\,w\gamma_a u=p_a\,wu$.

```lean
/-- At equal momenta, `m` times the current is `p_a` times the scalar density: `m w γ_a u = p_a w
u`. -/
theorem forward_current {g : Matrix ι ι ℝ} {γ : ι → Matrix n n ℂ} (h : IsClifford g γ)
    {p : ι → ℝ} {m : ℝ} {u w : n → ℂ}
    (hu : slash γ p *ᵥ u = (m : ℂ) • u) (hw : w ᵥ* slash γ p = (m : ℂ) • w) (a : ι) :
    (m : ℂ) * (w ⬝ᵥ γ a *ᵥ u) = (lower g p a : ℂ) * (w ⬝ᵥ u) := by
  have key := gordon_spinor h hu hw a
  -- the spin term carries the momentum transfer, which is zero here
  have h0 : comm (γ a) (slash γ p - slash γ p) = 0 := by simp [comm]
  rw [h0, lower_add, Matrix.zero_mulVec, dotProduct_zero] at key
  push_cast at key
  linear_combination key / 2
```

**(g) Show that the current is conserved.**

Contract with the momentum transfer:
$$\sum_a(q-p)^a\,w\gamma_a u=(w\not q)u-w(\not p u)=m\,wu-m\,wu=0.$$
No Clifford relation is needed. The auxiliary `e` turns each contracted current into a slashed momentum. The statement is for algebra elements.

```lean
/-- The current between two solutions of equal mass is conserved: its contraction with the
momentum transfer `q - p` vanishes. -/
theorem current_conserved {γ : ι → A} {p q : ι → ℝ} {m : ℝ} {u w : A}
    (hu : slash γ p * u = m • u) (hw : w * slash γ q = m • w) :
    ∑ a, (q a - p a) • (w * γ a * u) = 0 := by
  have e : ∀ k : ι → ℝ, ∑ a, k a • (w * γ a * u) = w * slash γ k * u := by
    intro k
    simp only [slash, Finset.mul_sum, Finset.sum_mul, mul_smul_comm, smul_mul_assoc]
  simp only [sub_smul, Finset.sum_sub_distrib]
  rw [e q, e p, hw, mul_assoc w, hu]
  simp only [smul_mul_assoc, mul_smul_comm, sub_self]
```

**(h) Give an explicit example with non-zero momentum transfer.**

Take $g=\mathrm{diag}(1,-1)$, $m=4$, $p=(5,3)$, $q=(5,-3)$ and the matrices in `gamma2`. Then
$$\not p=\begin{pmatrix}0&8\\2&0\end{pmatrix},\qquad \not q=\begin{pmatrix}0&2\\8&0\end{pmatrix}.$$
For $u=(2,1)^T$ and $w=(2,1)$, both $\not p u$ and $w\not q$ have entries $(8,4)$, four times the original. Placing $u$ in a matrix's first column and $w$ in a matrix's first row gives the algebra version. Lean checks the Clifford relation and all four equations entry by entry.

```lean
/-- The Minkowski metric `diag(1, -1)` in 1+1 dimensions. -/
def metric2 : Matrix (Fin 2) (Fin 2) ℝ := !![1, 0; 0, -1]

/-- A pair of gamma matrices in 1+1 dimensions. -/
def gamma2 : Fin 2 → Matrix (Fin 2) (Fin 2) ℂ := ![!![0, 1; 1, 0], !![0, 1; -1, 0]]

/-- The matrices `gamma2` satisfy the Clifford relation for `metric2`, and with them mass 4 and
momenta `(5, 3)` and `(5, -3)` admit explicit non-zero solutions of both Dirac equations, as spinors
and as elements of the matrix algebra. -/
theorem gordon_witness :
    IsClifford metric2 gamma2 ∧
    slash gamma2 ![5, 3] *ᵥ ![2, 1] = ((4 : ℝ) : ℂ) • ![2, 1] ∧
    ![2, 1] ᵥ* slash gamma2 ![5, -3] = ((4 : ℝ) : ℂ) • ![2, 1] ∧
    slash gamma2 ![5, 3] * !![2, 0; 1, 0] = (4 : ℝ) • !![2, 0; 1, 0] ∧
    !![2, 1; 0, 0] * slash gamma2 ![5, -3] = (4 : ℝ) • !![2, 1; 0, 0] := by
  have hp : slash gamma2 ![5, 3] = !![0, 8; 2, 0] := by
    ext i j
    fin_cases i <;> fin_cases j <;> simp [slash, gamma2, Fin.sum_univ_succ] <;> norm_num
  have hq : slash gamma2 ![5, -3] = !![0, 2; 8, 0] := by
    ext i j
    fin_cases i <;> fin_cases j <;> simp [slash, gamma2, Fin.sum_univ_succ] <;> norm_num
  rw [hp, hq]
  refine ⟨?_, ?_, ?_, ?_, ?_⟩
  · intro a b
    ext i j
    fin_cases a <;> fin_cases b <;> fin_cases i <;> fin_cases j <;>
      simp [gamma2, metric2] <;> norm_num
  · ext i
    fin_cases i <;> simp [Matrix.mulVec, dotProduct, Fin.sum_univ_succ] <;> norm_num
  · ext i
    fin_cases i <;> simp [Matrix.vecMul, dotProduct, Fin.sum_univ_succ] <;> norm_num
  · ext i j
    fin_cases i <;> fin_cases j <;>
      simp [Matrix.mul_apply, Fin.sum_univ_succ] <;> norm_num
  · ext i j
    fin_cases i <;> fin_cases j <;>
      simp [Matrix.mul_apply, Fin.sum_univ_succ] <;> norm_num

end

end GordonIdentity
```

```lean
#print axioms GordonIdentity.gordon_identity
#print axioms GordonIdentity.forward_current
#print axioms GordonIdentity.current_conserved
```

```
'GordonIdentity.gordon_identity' depends on axioms: [propext, Classical.choice, Quot.sound]
'GordonIdentity.forward_current' depends on axioms: [propext, Classical.choice, Quot.sound]
'GordonIdentity.current_conserved' depends on axioms: [propext, Classical.choice, Quot.sound]
```

In a program that builds spinors numerically, evaluating both sides of (e) is a consistency check on the gammas, the metric and the two Dirac equations. It does not test the normalisation of the spinors, which multiplies both sides alike. For the example with $a=0$, the left side is $8\cdot4=32$ and the right side is $10\cdot5-18=32$. Here $w=\bar u(q)$ with $u(q)=(1,2)^T$ and $\bar u=u^\dagger\gamma_0$, and $\bar uu=4$ at each of the two momenta. Normalising to $\bar uu=1$ therefore divides each of the two spinors by 2, and both sides become $32/4=8$.

The argument of (d) also covers a transition between unequal masses, although the Lean theorems use a single $m$: if $\not p u=m_1u$ and $w\not q=m_2w$, the factor $2m$ becomes $m_1+m_2$ and the right side is unchanged.
